# In finite dimension, an antiunitary reversal with symmetric unitary matrix fixes every vector of some basis

The declaration `exists_invariant_frame` concerns the antiunitary map v ↦ U conj(v) on a finite-dimensional complex space, as for time reversal without spin, where U is unitary and symmetric. It states that there is a matrix M with non-zero determinant and U conj(M) = M, so that the columns of M form a basis of vectors each left unchanged by the reversal; they are not claimed to be orthogonal or normalised. The attempt takes M = (1 + U) + t i(1 − U) with t real, which is invariant because U conj(U) = 1. To find a t that makes M invertible, it treats the determinant as a polynomial in a complex variable w, shows that it is non-zero at w = −i, and concludes that it cannot vanish at every real w.

The failing Lean file:

```lean
import Mathlib

open scoped Matrix

namespace SpinlessReversalRealBasis

noncomputable section

variable {n : Type*} [Fintype n] [DecidableEq n]

/-- Entrywise complex conjugation of a square matrix. -/
def conjM : Matrix n n ℂ →+* Matrix n n ℂ := (starRingEnd ℂ).mapMatrix

/-- The unitarity relations of V and of its complex conjugate. -/
theorem unitary_relations {V : Matrix n n ℂ} (hV : V ∈ Matrix.unitaryGroup n ℂ) :
    Vᴴ * V = 1 ∧ V * Vᴴ = 1 ∧ conjM V * Vᵀ = 1 ∧ Vᵀ * conjM V = 1 := by
  have h2 : V * Vᴴ = 1 := Matrix.mem_unitaryGroup_iff.1 hV
  have e : conjM Vᴴ = Vᵀ := Matrix.ext fun i j => Complex.conj_conj _
  have h3 : conjM V * Vᵀ = 1 := by rw [← e, ← map_mul, h2, map_one]
  exact ⟨Matrix.mem_unitaryGroup_iff'.1 hV, h2, h3, mul_eq_one_comm.1 h3⟩

/-- The reversal v ↦ U conj(v) with unitary U squares to +1 exactly when U is symmetric. -/
theorem reversal_sq_eq_one_iff {U : Matrix n n ℂ} (hU : U ∈ Matrix.unitaryGroup n ℂ) :
    U * conjM U = 1 ↔ Uᵀ = U := by
  obtain ⟨h1, h2, h3, h4⟩ := unitary_relations hU
  constructor
  · intro h
    calc Uᵀ = (U * conjM U) * Uᵀ := by rw [h, one_mul]
      _ = U := by rw [mul_assoc, h3, mul_one]
  · intro h
    rw [h] at h4
    exact h4

/-- A symmetric unitary reversal leaves invariant every column of some invertible matrix M. -/
theorem exists_invariant_frame {U : Matrix n n ℂ} (hU : U ∈ Matrix.unitaryGroup n ℂ)
    (hs : Uᵀ = U) : ∃ M : Matrix n n ℂ, M.det ≠ 0 ∧ U * conjM M = M := by
  have hUU := (reversal_sq_eq_one_iff hU).2 hs
  have hsm : ∀ (c : ℂ) (A : Matrix n n ℂ), conjM (c • A) = (starRingEnd ℂ) c • conjM A :=
    fun c A => Matrix.ext fun i j => map_mul (starRingEnd ℂ) c (A i j)
  let B : Matrix n n ℂ := Complex.I • (1 - U)
  -- the determinant of (1 + U) + w i (1 - U) is a polynomial in w
  let p : Polynomial ℂ := (Matrix.of fun i j =>
    Polynomial.C ((1 + U) i j) + Polynomial.X * Polynomial.C (B i j)).det
  have hp : ∀ w : ℂ, p.eval w = ((1 + U) + w • B).det := by
    intro w
    change Polynomial.evalRingHom w (Matrix.det _) = _
    rw [RingHom.map_det]
    congr 1
    exact Matrix.ext fun i j => by simp
  -- it does not vanish at w = -i, hence not at all real w
  have hne : p.eval (-Complex.I) ≠ 0 := by
    have e : (1 + U) + (-Complex.I) • B = (2 : ℂ) • (1 : Matrix n n ℂ) := by
      change (1 + U) + (-Complex.I) • (Complex.I • (1 - U)) = _
      rw [smul_smul, neg_mul, Complex.I_mul_I, neg_neg, one_smul, two_smul]
      abel
    rw [hp, e, Matrix.det_smul, Matrix.det_one, mul_one]
    exact pow_ne_zero _ two_ne_zero
  have ht : ∃ t : ℝ, p.eval (t : ℂ) ≠ 0 := by
    by_contra hc
    have p0 : p = 0 := Polynomial.eq_zero_of_infinite_isRoot p
      (Set.infinite_of_injective_forall_mem (f := fun t : ℝ => (t : ℂ))
        Complex.ofReal_injective (fun t => by_contra fun h => hc ⟨t, h⟩))
    exact hne (by rw [p0, Polynomial.eval_zero])
  obtain ⟨t, ht⟩ := ht
  refine ⟨(1 + U) + (t : ℂ) • B, by rwa [hp] at ht, ?_⟩
  simp only [B, map_add, map_sub, map_one, hsm, Complex.conj_ofReal, Complex.conj_I,
    mul_add, mul_sub, mul_one, mul_smul_comm, hUU]
  module

end

end SpinlessReversalRealBasis
```

Messages:

```
Main.lean:49:32: error: unsolved goals
n : Type u_1
inst✝¹ : Fintype n
inst✝ : DecidableEq n
U : Matrix n n ℂ
hU : U ∈ Matrix.unitaryGroup n ℂ
hs : Uᵀ = U
hUU : U * conjM U = 1
hsm : ∀ (c : ℂ) (A : Matrix n n ℂ), conjM (c • A) = (starRingEnd ℂ) c • conjM A
B : Matrix n n ℂ := Complex.I • (1 - U)
p : Polynomial ℂ := (Matrix.of fun i j => Polynomial.C ((1 + U) i j) + Polynomial.X * Polynomial.C (B i j)).det
w : ℂ
i j : n
⊢ B i j * w = w * B i j
```

After these edits no error is left:

```diff
@@ -47,6 +47,8 @@
     rw [RingHom.map_det]
     congr 1
-    exact Matrix.ext fun i j => by simp
-  -- it does not vanish at w = -i, hence not at all real w
+    refine Matrix.ext fun i j => ?_
+    simp
+    exact mul_comm _ _
+  -- it is nonzero at w = -i, hence nonzero at some real w
   have hne : p.eval (-Complex.I) ≠ 0 := by
     have e : (1 + U) + (-Complex.I) • B = (2 : ℂ) • (1 : Matrix n n ℂ) := by
```

Diagnosis. The one error is in `hp`, which says that evaluating the polynomial `p` at `w` gives the determinant of `(1 + U) + w • B`. The proof compares the two matrices entry by entry and leaves each entry to `simp`, which stops at `B i j * w = w * B i j`.

The two sides differ only in the order of a product. In the definition of `p` the variable stands before the constant, but `simp` prefers constants to the left of `X`, so evaluation gives `B i j * w`. On the other side the scalar multiple `w • B` gives `w * B i j`. The equation is true, since complex multiplication commutes, but `simp` does not use commutativity here by itself, and the goal stays open.

The repair adds `exact mul_comm _ _` after `simp`, which proves just this equation. Moving the entrywise step into a separate `refine` is only a matter of layout. The reworded comment does not affect compilation; it removes an ambiguity, as the determinant is shown to be non-zero at some real w, not at every one.
